# The product of two Majorana strings is a signed string on their symmetric difference

The sign left over when two products of Majorana operators are multiplied depends on the order of the factors, so the operators are labelled here by a linearly ordered set and every product is written in increasing order. The operators are normalised to square to one, and different ones anticommute. With these conventions, the sign is fixed by counting the pairs of labels that stand in the wrong order.

```lean
import Mathlib

open scoped symmDiff

namespace MajoranaStrings

variable {ι R : Type*} [LinearOrder ι] [Ring R]

/-- The Majorana relations: every generator squares to one, and different generators
anticommute. -/
structure IsMajorana (γ : ι → R) : Prop where
  sq : ∀ i, γ i * γ i = 1
  anti : ∀ i j, i ≠ j → γ i * γ j = -(γ j * γ i)

/-- The Majorana string of a finite set `S` of modes: the product of its generators in
increasing order of the modes. -/
def majoranaString (γ : ι → R) (S : Finset ι) : R :=
  ((S.sort (· ≤ ·)).map γ).prod

/-- The number of pairs `(s, t)` with `s` in `S`, `t` in `T` and `s > t`. -/
def crossings (S T : Finset ι) : ℕ :=
  ((S ×ˢ T).filter (fun p => p.2 < p.1)).card

/-- A mode below all modes of `S` enters the string as a factor on the left. -/
theorem string_insert_min (γ : ι → R) {a : ι} {S : Finset ι} (ha : ∀ x ∈ S, a < x) :
    majoranaString γ (insert a S) = γ a * majoranaString γ S := by
  have haS : a ∉ S := fun h => lt_irrefl a (ha a h)
  unfold majoranaString
  rw [Finset.sort_insert (r := (· ≤ ·)) (h₁ := fun x hx => (ha x hx).le) (h₂ := haS),
    List.map_cons, List.prod_cons]

/-- Adding a new mode `a` to `S` adds one crossing for each mode of `T` below `a`. -/
theorem crossings_insert {a : ι} {S : Finset ι} (ha : a ∉ S) (T : Finset ι) :
    crossings (insert a S) T = crossings S T + (T.filter (· < a)).card := by
  simp only [crossings, Finset.card_filter, Finset.sum_product]
  rw [Finset.sum_insert ha, add_comm]

/-- Multiplying a string from the left by one Majorana generator `γ a` toggles the mode `a`,
with one minus sign for each mode of the string below `a`. -/
theorem generator_mul_string {γ : ι → R} (h : IsMajorana γ) (a : ι) (T : Finset ι) :
    γ a * majoranaString γ T
      = (-1) ^ (T.filter (· < a)).card * majoranaString γ ({a} ∆ T) := by
  -- if `a` lies below the whole string, nothing has to be reordered
  have key : ∀ U : Finset ι, (∀ x ∈ U, a < x) → γ a * majoranaString γ U
      = (-1) ^ (U.filter (· < a)).card * majoranaString γ ({a} ∆ U) := by
    intro U hU
    have haU : a ∉ U := fun h => lt_irrefl a (hU a h)
    have e1 : U.filter (· < a) = ∅ :=
      Finset.filter_eq_empty_iff.mpr (fun x hx => not_lt_of_ge (hU x hx).le)
    have e2 : {a} ∆ U = insert a U := by
      ext x
      by_cases hx : x = a <;> simp [Finset.mem_symmDiff, hx, haU]
    rw [e1, e2, string_insert_min γ hU]
    simp
  refine Finset.induction_on_min T (key ∅ (by simp)) ?_
  intro b T hb ih
  have hbT : b ∉ T := fun h => lt_irrefl b (hb b h)
  rcases lt_trichotomy a b with hab | hab | hab
  · apply key
    intro x hx
    rcases Finset.mem_insert.mp hx with hx | hx
    · rw [hx]; exact hab
    · exact hab.trans (hb x hx)
  · -- the generator meets its partner and the pair squares to one
    rw [← hab] at hb hbT ⊢
    have e1 : (insert a T).filter (· < a) = ∅ := by
      refine Finset.filter_eq_empty_iff.mpr (fun x hx => ?_)
      rcases Finset.mem_insert.mp hx with hx | hx
      · rw [hx]; exact lt_irrefl a
      · exact not_lt_of_ge (hb x hx).le
    have e2 : {a} ∆ (insert a T) = T := by
      ext x
      by_cases hx : x = a <;> simp [Finset.mem_symmDiff, hx, hbT]
    rw [e1, e2, string_insert_min γ hb, ← mul_assoc, h.sq, one_mul]
    simp
  · -- the generator passes the lowest mode `b` and picks up a sign
    have e1 : ((insert b T).filter (· < a)).card = (T.filter (· < a)).card + 1 := by
      rw [Finset.filter_insert, if_pos hab, Finset.card_insert_of_notMem]
      simp [hbT]
    have e2 : {a} ∆ (insert b T) = insert b ({a} ∆ T) := by
      ext x
      by_cases hx : x = b <;> simp [Finset.mem_symmDiff, hx, hab.ne]
    have hmin : ∀ x ∈ {a} ∆ T, b < x := by
      intro x hx
      rcases Finset.mem_symmDiff.mp hx with ⟨h1, _⟩ | ⟨h1, _⟩
      · rw [Finset.mem_singleton.mp h1]; exact hab
      · exact hb x h1
    rw [e1, e2, string_insert_min γ hb, string_insert_min γ hmin, ← mul_assoc,
      h.anti a b hab.ne', neg_mul, mul_assoc, ih, pow_succ]
    rcases neg_one_pow_eq_or R (T.filter (· < a)).card with e | e <;> rw [e] <;> simp

/-- Product of Majorana strings: `γ_S γ_T` is the string of the symmetric difference of `S` and
`T`, with one minus sign for each pair `s` in `S`, `t` in `T` with `s > t`. -/
theorem string_mul_string {γ : ι → R} (h : IsMajorana γ) (S T : Finset ι) :
    majoranaString γ S * majoranaString γ T
      = (-1) ^ crossings S T * majoranaString γ (S ∆ T) := by
  refine Finset.induction_on_min S ?_ ?_
  · have e : (∅ : Finset ι) ∆ T = T := by
      ext x
      simp [Finset.mem_symmDiff]
    rw [e]
    simp [crossings, majoranaString]
  · intro a S ha ih
    have haS : a ∉ S := fun h => lt_irrefl a (ha a h)
    -- below `a` only modes of `T` occur
    have e1 : (S ∆ T).filter (· < a) = T.filter (· < a) := by
      ext x
      simp only [Finset.mem_filter, Finset.mem_symmDiff]
      have hx : x < a → x ∉ S := fun h1 h2 => lt_asymm h1 (ha x h2)
      tauto
    have e2 : {a} ∆ (S ∆ T) = (insert a S) ∆ T := by
      ext x
      by_cases hx : x = a <;> simp [Finset.mem_symmDiff, hx, haS]
    have hg := generator_mul_string h a (S ∆ T)
    rw [e1, e2] at hg
    rw [string_insert_min γ ha, mul_assoc, ih, crossings_insert haS, pow_add,
      mul_assoc, ← hg]
    rcases neg_one_pow_eq_or R (crossings S T) with e | e <;> rw [e] <;> simp

/-- The number of crossings of `S` with `T`, the number of crossings of `T` with `S` and the number
of shared modes add up to `|S||T|`, the number of pairs `(s, t)` with `s` in `S` and `t` in `T`. -/
theorem crossings_add_crossings (S T : Finset ι) :
    crossings S T + crossings T S + (S ∩ T).card = S.card * T.card := by
  have h1 : crossings S T = ∑ s ∈ S, ∑ t ∈ T, if t < s then 1 else 0 := by
    rw [crossings, Finset.card_filter, Finset.sum_product]
  have h2 : crossings T S = ∑ s ∈ S, ∑ t ∈ T, if s < t then 1 else 0 := by
    rw [crossings, Finset.card_filter, Finset.sum_product, Finset.sum_comm]
  have h3 : (S ∩ T).card = ∑ s ∈ S, ∑ t ∈ T, if s = t then 1 else 0 := by
    simp only [Finset.sum_ite_eq]
    rw [← Finset.card_filter, Finset.filter_mem_eq_inter]
  have h4 : S.card * T.card = ∑ s ∈ S, ∑ t ∈ T, 1 := by simp
  rw [h1, h2, h3, h4, ← Finset.sum_add_distrib, ← Finset.sum_add_distrib]
  refine Finset.sum_congr rfl (fun s _ => ?_)
  rw [← Finset.sum_add_distrib, ← Finset.sum_add_distrib]
  refine Finset.sum_congr rfl (fun t _ => ?_)
  rcases lt_trichotomy s t with h | h | h
  · simp [h, h.ne, not_lt_of_ge h.le]
  · simp [h]
  · simp [h, h.ne', not_lt_of_ge h.le]

/-- Exchanging two Majorana strings gives the sign `(-1)^(|S||T| + |S ∩ T|)`. -/
theorem string_exchange {γ : ι → R} (h : IsMajorana γ) (S T : Finset ι) :
    majoranaString γ S * majoranaString γ T
      = (-1) ^ (S.card * T.card + (S ∩ T).card)
        * (majoranaString γ T * majoranaString γ S) := by
  have e : S.card * T.card + (S ∩ T).card + crossings T S
      = crossings S T + 2 * (crossings T S + (S ∩ T).card) := by
    rw [← crossings_add_crossings]
    ring
  rw [string_mul_string h S T, string_mul_string h T S, symmDiff_comm T S,
    ← mul_assoc, ← pow_add, e, pow_add, pow_mul]
  simp

/-- In a ring where `2 ≠ 0`, two Majorana strings commute exactly when `|S||T| + |S ∩ T|`
is even. -/
theorem commute_iff_even {γ : ι → R} (h : IsMajorana γ) (h2 : (2 : R) ≠ 0)
    (S T : Finset ι) :
    Commute (majoranaString γ S) (majoranaString γ T)
      ↔ Even (S.card * T.card + (S ∩ T).card) := by
  have hx := string_exchange h S T
  constructor
  · intro hc
    by_contra hodd
    rw [(Nat.not_even_iff_odd.mp hodd).neg_one_pow, neg_one_mul, ← hc.eq] at hx
    -- every string squares to plus or minus one, so it has a right inverse
    have hu : ∀ U : Finset ι, ∃ V : R, majoranaString γ U * V = 1 := by
      intro U
      have hm := string_mul_string h U U
      have e0 : majoranaString γ (U ∆ U) = 1 := by simp [majoranaString]
      rw [e0, mul_one] at hm
      rcases neg_one_pow_eq_or R (crossings U U) with e | e
      · exact ⟨majoranaString γ U, hm.trans e⟩
      · exact ⟨-majoranaString γ U, by rw [mul_neg, hm, e, neg_neg]⟩
    obtain ⟨V, hV⟩ := hu S
    obtain ⟨W, hW⟩ := hu T
    have hVW : majoranaString γ S * majoranaString γ T * (W * V) = 1 := by
      rw [mul_assoc, ← mul_assoc (majoranaString γ T), hW, one_mul, hV]
    have hz := eq_neg_iff_add_eq_zero.mp hx
    apply h2
    rw [← one_add_one_eq_two, ← hVW, ← add_mul, hz, zero_mul]
  · intro he
    rw [he.neg_one_pow, one_mul] at hx
    exact hx

/-- The three Pauli matrices satisfy the Majorana relations. -/
theorem isMajorana_witness :
    IsMajorana (![!![0, 1; 1, 0], !![0, -Complex.I; Complex.I, 0], !![1, 0; 0, -1]] :
      Fin 3 → Matrix (Fin 2) (Fin 2) ℂ) where
  sq := by
    intro i
    fin_cases i <;> ext a b <;> fin_cases a <;> fin_cases b <;>
      simp [Matrix.mul_apply, Fin.sum_univ_succ]
  anti := by
    intro i j hij
    fin_cases i <;> fin_cases j <;> first
      | exact absurd rfl hij
      | (ext a b
         fin_cases a <;> fin_cases b <;> simp [Matrix.mul_apply, Fin.sum_univ_succ])

end MajoranaStrings
```

```lean
#print axioms MajoranaStrings.string_mul_string
#print axioms MajoranaStrings.commute_iff_even
```

```
'MajoranaStrings.string_mul_string' depends on axioms: [propext, Classical.choice, Quot.sound]
'MajoranaStrings.commute_iff_even' depends on axioms: [propext, Classical.choice, Quot.sound]
```

## Strings, signs and the physical operators

`IsMajorana γ` says that the family $\gamma_i$ satisfies $\gamma_i^2=1$ and $\gamma_i\gamma_j=-\gamma_j\gamma_i$ for $i\neq j$. This fixes the normalisation $\{\gamma_i,\gamma_j\}=2\delta_{ij}$; some texts use $\gamma_i^2=\tfrac12$ instead. The labels come from any linearly ordered type `ι`, which may be infinite, and the operators live in any ring `R`.

For a finite set $S$ of labels, `majoranaString γ S` is the increasing product $\gamma_S$, with $\gamma_\emptyset=1$. `crossings S T` is the number $m(S,T)$ of pairs $(s,t)\in S\times T$ with $s>t$. The symmetric difference $S\mathbin{\Delta}T$ contains the labels that lie in exactly one of the two sets. The main theorem, `string_mul_string`, reads

$$\gamma_S\gamma_T=(-1)^{m(S,T)}\,\gamma_{S\Delta T}.$$

Two consequences follow. `string_exchange` gives the sign for swapping two strings, $(-1)^{|S||T|+|S\cap T|}$. `commute_iff_even` says that, if $2\neq0$ in the ring, the strings commute exactly when that exponent is even.

The word "mode" in the code means the label of one Majorana operator. An ordinary fermion mode with annihilation operator $c$ supplies two of them, $c+c^\dagger$ and $-i(c-c^\dagger)$. That these combinations obey the relations follows from the canonical anticommutation rules, and this is the step from the physical operators to the model that the hypotheses take as given. Hermiticity is not assumed. `isMajorana_witness` checks the relations for one concrete family, the three Pauli matrices.

In quantum simulation, fermionic Hamiltonians can be expanded in Majorana strings, and the commutation rule decides which terms commute pairwise; it applies to single strings, not directly to sums of them.

## One operator times a string

Let $\nu_a(T)$ be the number of labels in $T$ below $a$. The lemma `generator_mul_string` states

$$\gamma_a\gamma_T=(-1)^{\nu_a(T)}\gamma_{\{a\}\Delta T}.$$

For $T=\emptyset$ both sides are $\gamma_a$. Otherwise write $T=\{b\}\cup T'$ with $b$ below every label in $T'$, so that $\gamma_T=\gamma_b\gamma_{T'}$; this splitting is `string_insert_min`. Assume the claim for $T'$. There are three cases.

- If $a<b$, the product $\gamma_a\gamma_T$ is already in increasing order and $\nu_a(T)=0$.
- If $a=b$, then $\gamma_a\gamma_a\gamma_{T'}=\gamma_{T'}$. The label $a$ has disappeared, and again $\nu_a(T)=0$.
- If $b<a$, then
$$\gamma_a\gamma_b\gamma_{T'}=-\gamma_b\gamma_a\gamma_{T'}=-(-1)^{\nu_a(T')}\gamma_b\gamma_{\{a\}\Delta T'}=(-1)^{\nu_a(T)}\gamma_{\{a\}\Delta T}.$$
The last step uses $\nu_a(T)=\nu_a(T')+1$ and the fact that $b$ lies below every label in $\{a\}\mathbin{\Delta}T'$.

In Lean, `Finset.induction_on_min` removes the smallest label and `lt_trichotomy` produces the three cases. The auxiliary statement `key` handles both the empty string and $a<b$.

## A string times a string

Now induct on $S$. For $S=\emptyset$ there are no crossings and both sides are $\gamma_T$. Otherwise write $S=\{a\}\cup S'$ with $a$ below every label in $S'$, and assume the formula for $S'$. Then

$$\gamma_S\gamma_T=\gamma_a(\gamma_{S'}\gamma_T)=(-1)^{m(S',T)}\gamma_a\gamma_{S'\Delta T}
=(-1)^{m(S',T)+\nu_a(S'\Delta T)}\gamma_{\{a\}\Delta(S'\Delta T)}.$$

No label of $S'$ lies below $a$, so $\nu_a(S'\mathbin{\Delta}T)=\nu_a(T)$; this is `e1` in the proof. By `crossings_insert`, $m(S,T)=m(S',T)+\nu_a(T)$. Finally $\{a\}\mathbin{\Delta}(S'\mathbin{\Delta}T)=S\mathbin{\Delta}T$, which is `e2`. The formula follows. Because the ring need not be commutative, Lean moves the sign past $\gamma_a$ by treating the values $1$ and $-1$ separately, with `neg_one_pow_eq_or`.

For example, take $S=\{1,3\}$ and $T=\{2,3\}$. The only crossing is $(3,2)$, and $S\mathbin{\Delta}T=\{1,2\}$. Direct reordering agrees:

$$\gamma_1\gamma_3\gamma_2\gamma_3=-\gamma_1\gamma_2\gamma_3\gamma_3=-\gamma_1\gamma_2.$$

In the opposite order, $\gamma_2\gamma_3\gamma_1\gamma_3=-\gamma_2\gamma_1=\gamma_1\gamma_2$. The two strings anticommute, as the odd exponent $2\cdot2+1=5$ requires.

## When two strings commute

Each pair $(s,t)\in S\times T$ has $s>t$, $s<t$ or $s=t$. Counting the pairs gives `crossings_add_crossings`:

$$m(S,T)+m(T,S)+|S\cap T|=|S||T|.$$

Lean writes each count as a double sum and compares the summands. Since $S\mathbin{\Delta}T=T\mathbin{\Delta}S$, the product formula used in both orders gives

$$\gamma_S\gamma_T=(-1)^{m(S,T)+m(T,S)}\gamma_T\gamma_S=(-1)^{|S||T|+|S\cap T|}\gamma_T\gamma_S,$$

because $|S||T|-|S\cap T|$ and $|S||T|+|S\cap T|$ have the same parity.

If the exponent is even, the strings commute. Suppose instead that it is odd and they still commute. Then $\gamma_S\gamma_T=-\gamma_S\gamma_T$, so $2\gamma_S\gamma_T=0$. The product formula with equal sets gives $\gamma_U^2=\pm1$ for every finite $U$, so there are $V$ and $W$ with $\gamma_SV=1$ and $\gamma_TW=1$. Multiplying on the right by $WV$ gives $2=0$, a contradiction.

## Two small counter-examples

The squares alone do not give the product formula. In the integers take $\gamma_1=\gamma_2=1$: both squares are one, but $\gamma_2\gamma_1=1$, while the formula would give $-\gamma_1\gamma_2=-1$.

Without $2\neq0$, the commutation criterion can fail. In the integers modulo 2 the same choice satisfies both Majorana relations, since $-1=1$. The strings of $\{1\}$ and $\{2\}$ commute, yet $|S||T|+|S\cap T|=1$ is odd.
